# The exact phase of a cyclic spin state in a precessing field, and the error of its adiabatic estimate

If the phase of a spin that follows a slowly turning field around a closed loop is computed from its energy alone, the answer is in general wrong by an amount that does not shrink as the field turns more slowly. Adding the adiabatic Berry phase repairs this in the slow limit, but leaves open how large the error is at a given finite speed. For one cyclic state of a single spin one-half, in a field that precesses uniformly on a cone, an explicit solution gives this error exactly.

## The field, the frequency and a trial state

Set $\hbar=1$. The field direction $n(t)$ has fixed polar angle $\theta$ and azimuth $wt$, and the Hamiltonian is $H(t)=-\tfrac{w_0}{2}\,n(t)\cdot\sigma$. The constant $w_0$ is the level splitting, which stands for the field strength times the gyromagnetic ratio. The field is prescribed and classical, and there is no relaxation.

In Lean 4 with Mathlib:

```lean
import Mathlib

open Matrix

namespace PrecessingFieldSpin

noncomputable section
```

`phase ν t` is $e^{i\nu t}$.

```lean
/-- The phase factor `exp(i ν t)`. -/
def phase (ν t : ℝ) : ℂ := Complex.exp (Complex.I * ν * t)
```

The three matrices in `hamiltonian` are $\sigma_x,\sigma_y,\sigma_z$.

```lean
/-- The Hamiltonian `-(w0/2) n(t)·σ` of a spin one-half, where the unit vector `n(t)` has polar
angle `θ` and azimuth `w t`. -/
def hamiltonian (w0 θ w t : ℝ) : Matrix (Fin 2) (Fin 2) ℂ :=
  (-((w0 : ℂ) / 2)) •
    (((Real.sin θ * Real.cos (w * t) : ℝ) : ℂ) • !![0, 1; 1, 0]
      + ((Real.sin θ * Real.sin (w * t) : ℝ) : ℂ) • !![0, -Complex.I; Complex.I, 0]
      + ((Real.cos θ : ℝ) : ℂ) • !![1, 0; 0, -1])
```

The frequency $W$ is the level splitting in the frame that turns with the field.

```lean
/-- The precession frequency `W` in the frame that rotates with the field. -/
def rotFreq (w0 θ w : ℝ) : ℝ := Real.sqrt (w0 ^ 2 + 2 * w0 * w * Real.cos θ + w ^ 2)
```

A state is a function from real time to `Fin 2 → ℂ`, with component 0 for spin up along $z$ and component 1 for spin down. The trial state is

$$\psi(t)=\begin{pmatrix}a\,e^{i(W-w)t/2}\\ b\,e^{i(W+w)t/2}\end{pmatrix},\qquad \begin{aligned}a&=(W+w_0+w)\cos\tfrac\theta2,\\ b&=(W+w_0-w)\sin\tfrac\theta2.\end{aligned}$$

It is not normalised. Its squared norm is $a^2+b^2=2W(W+w_0+w\cos\theta)$, so the normalised amplitudes are $a$ and $b$ divided by the root of this. For $w_0>0$ and $w\to0$ they become $\cos\tfrac\theta2$ and $\sin\tfrac\theta2$, the spin aligned with the field.

```lean
/-- The spin state with amplitudes `(W + w0 ± w)` times `cos(θ/2)` and `sin(θ/2)`, which turn
at the rates `(W ∓ w)/2`. -/
def state (w0 θ w t : ℝ) : Fin 2 → ℂ :=
  ![(((rotFreq w0 θ w + w0 + w) * Real.cos (θ / 2) : ℝ) : ℂ) * phase ((rotFreq w0 θ w - w) / 2) t,
    (((rotFreq w0 θ w + w0 - w) * Real.sin (θ / 2) : ℝ) : ℂ) * phase ((rotFreq w0 θ w + w) / 2) t]
```

Finally, let $\gamma=\pi(W-w_0)/w-\pi$. Its physical meaning follows from part (d).

```lean
/-- The phase `π W/w - π` less the dynamical phase `(w0/2)(2π/w)` of a level at energy `-w0/2` over
the time `2π/w`, for `w ≠ 0`. In general this is not the Aharonov-Anandan phase of `state`. -/
def geometricPhase (w0 θ w : ℝ) : ℝ :=
  (Real.pi * rotFreq w0 θ w / w - Real.pi) - w0 / 2 * (2 * Real.pi / w)
```

## (a) The Hamiltonian as a matrix

Show that

$$H(t)=-\frac{w_0}{2}\begin{pmatrix}\cos\theta&\sin\theta\,e^{-iwt}\\ \sin\theta\,e^{iwt}&-\cos\theta\end{pmatrix}.$$

**Solution.** The upper right element of $n\cdot\sigma$ is $\sin\theta(\cos wt-i\sin wt)=\sin\theta\,e^{-iwt}$, and the lower left one is its conjugate. The diagonal comes from $\sigma_z$. In the proof, `pe` is Euler's formula, and `fin_cases` goes through the four elements.

```lean
/-- The off-diagonal elements of the Hamiltonian carry the azimuthal phase of the field. -/
theorem hamiltonian_eq (w0 θ w t : ℝ) : hamiltonian w0 θ w t = (-((w0 : ℂ) / 2)) •
    !![((Real.cos θ : ℝ) : ℂ), (Real.sin θ : ℝ) * phase (-w) t;
      (Real.sin θ : ℝ) * phase w t, -((Real.cos θ : ℝ) : ℂ)] := by
  have pe : ∀ ν : ℝ, phase ν t
      = ((Real.cos (ν * t) : ℝ) : ℂ) + ((Real.sin (ν * t) : ℝ) : ℂ) * Complex.I := by
    intro ν
    unfold phase
    rw [show Complex.I * ν * t = ((ν * t : ℝ) : ℂ) * Complex.I by push_cast; ring,
      Complex.exp_mul_I, Complex.ofReal_cos, Complex.ofReal_sin]
  unfold hamiltonian
  congr 1
  rw [pe, pe]
  ext i j
  fin_cases i <;> fin_cases j <;> simp <;> ring
```

## (b) The square of the frequency

Show that, for all real $w_0,\theta,w$,

$$W^2=w_0^2+2w_0w\cos\theta+w^2.$$

**Solution.** The root can be squared away because its argument is nonnegative:

$$w_0^2+2w_0w\cos\theta+w^2=(w_0+w\cos\theta)^2+(w\sin\theta)^2\ge0.$$

In the proof, `nlinarith` is given these two squares and $\sin^2\theta+\cos^2\theta=1$.

```lean
/-- The square of the rotating-frame frequency is `w0² + 2 w0 w cos θ + w²`. -/
theorem rotFreq_sq (w0 θ w : ℝ) :
    rotFreq w0 θ w ^ 2 = w0 ^ 2 + 2 * w0 * w * Real.cos θ + w ^ 2 := by
  unfold rotFreq
  apply Real.sq_sqrt
  nlinarith [sq_nonneg (w0 + w * Real.cos θ), sq_nonneg (w * Real.sin θ),
    Real.sin_sq_add_cos_sq θ]
```

## (c) The Schrödinger equation

Show that the trial state satisfies, at every time,

$$\psi'(t)=-iH(t)\psi(t).$$

**Solution.** Insert (a). Since $e^{-iwt}e^{i(W+w)t/2}=e^{i(W-w)t/2}$, and similarly in the other component, all time dependence cancels. What remains is an eigenvalue problem in the rotating frame:

$$(W-w)a=w_0(a\cos\theta+b\sin\theta),\qquad (W+w)b=w_0(a\sin\theta-b\cos\theta).$$

Write $c=\cos\tfrac\theta2$ and $s=\sin\tfrac\theta2$. By (b), $W^2-w^2=w_0^2+2w_0w\cos\theta$, so the left sides are

$$(W-w)a=w_0c\,[W+w_0+w(2\cos\theta-1)],$$
$$(W+w)b=w_0s\,[W+w_0+w(2\cos\theta+1)].$$

With $\cos\theta=2c^2-1$, $\sin\theta=2sc$ and $s^2+c^2=1$, the right sides reduce to the same expressions.

`HasDerivAt` says that the derivative exists and has the given value, and `*ᵥ` applies the matrix to the state. In the proof, `hd` differentiates the exponential, `r0` and `r1` are the two real equations, and `e1` and `e2` are the cancellations of phases. The closing `linear_combination` steps put these together for each component.

```lean
/-- The state solves the Schrödinger equation `ψ' = -i H(t) ψ`. -/
theorem state_schrodinger (w0 θ w t : ℝ) :
    HasDerivAt (state w0 θ w)
      ((-Complex.I) • (hamiltonian w0 θ w t *ᵥ state w0 θ w t)) t := by
  have hd : ∀ ν : ℝ, HasDerivAt (phase ν) (Complex.I * ν * phase ν t) t := by
    intro ν
    have h : HasDerivAt (fun z : ℂ => Complex.exp (Complex.I * ν * z))
        (Complex.I * ν * Complex.exp (Complex.I * ν * t)) (t : ℂ) :=
      (((hasDerivAt_id' (t : ℂ)).const_mul (Complex.I * ν)).cexp).congr_deriv (by ring)
    exact h.comp_ofReal
  have pm : ∀ μ ν : ℝ, phase μ t * phase ν t = phase (μ + ν) t := by
    intro μ ν
    unfold phase
    rw [← Complex.exp_add]
    congr 1
    push_cast
    ring
  have mv : ∀ a b c d x y : ℂ, !![a, b; c, d] *ᵥ ![x, y] = ![a * x + b * y, c * x + d * y] := by
    intro a b c d x y
    ext i
    fin_cases i <;> simp [Matrix.mulVec, dotProduct, Fin.sum_univ_two]
  have hC : Real.cos θ = 2 * Real.cos (θ / 2) ^ 2 - 1 := by
    rw [← Real.cos_two_mul]; congr 1; ring
  have hS : Real.sin θ = 2 * Real.sin (θ / 2) * Real.cos (θ / 2) := by
    rw [← Real.sin_two_mul]; congr 1; ring
  have hp := Real.sin_sq_add_cos_sq (θ / 2)
  have hW := rotFreq_sq w0 θ w
  unfold state
  generalize rotFreq w0 θ w = W at hW ⊢
  -- the eigenvalue equation in the rotating frame
  have r0 : (W - w) * ((W + w0 + w) * Real.cos (θ / 2))
      = w0 * (Real.cos θ * ((W + w0 + w) * Real.cos (θ / 2))
        + Real.sin θ * ((W + w0 - w) * Real.sin (θ / 2))) := by
    rw [hC] at hW
    rw [hC, hS]
    linear_combination Real.cos (θ / 2) * hW - 2 * w0 * Real.cos (θ / 2) * (W + w0 - w) * hp
  have r1 : (W + w) * ((W + w0 - w) * Real.sin (θ / 2))
      = w0 * (Real.sin θ * ((W + w0 + w) * Real.cos (θ / 2))
        - Real.cos θ * ((W + w0 - w) * Real.sin (θ / 2))) := by
    rw [hC] at hW
    rw [hC, hS]
    linear_combination Real.sin (θ / 2) * hW
  generalize (W + w0 + w) * Real.cos (θ / 2) = a at r0 r1 ⊢
  generalize (W + w0 - w) * Real.sin (θ / 2) = b at r0 r1 ⊢
  have c0 := congrArg Complex.ofReal r0
  have c1 := congrArg Complex.ofReal r1
  simp only [Complex.ofReal_add, Complex.ofReal_sub, Complex.ofReal_mul] at c0 c1
  have e1 : phase (-w) t * phase ((W + w) / 2) t = phase ((W - w) / 2) t := by
    rw [pm]; congr 1; ring
  have e2 : phase w t * phase ((W - w) / 2) t = phase ((W + w) / 2) t := by
    rw [pm]; congr 1; ring
  rw [hamiltonian_eq, Matrix.smul_mulVec, mv]
  refine hasDerivAt_pi.2 (Fin.forall_fin_two.2 ⟨?_, ?_⟩)
  · refine ((hd ((W - w) / 2)).const_mul (a : ℂ)).congr_deriv ?_
    simp only [Pi.smul_apply, smul_eq_mul, Matrix.cons_val_zero, Complex.ofReal_div,
      Complex.ofReal_sub, Complex.ofReal_ofNat]
    linear_combination (Complex.I * phase ((W - w) / 2) t / 2) * c0
      - (Complex.I * w0 / 2 * (Real.sin θ : ℝ) * b) * e1
  · refine ((hd ((W + w) / 2)).const_mul (b : ℂ)).congr_deriv ?_
    simp only [Pi.smul_apply, smul_eq_mul, Matrix.cons_val_one, Matrix.cons_val_fin_one,
      Complex.ofReal_div, Complex.ofReal_add, Complex.ofReal_ofNat]
    linear_combination (Complex.I * phase ((W + w) / 2) t / 2) * c1
      - (Complex.I * w0 / 2 * (Real.sin θ : ℝ) * a) * e2
```

## (d) One turn of the field

For $w\ne0$, show that

$$\psi(2\pi/w)=e^{i(\pi W/w-\pi)}\,\psi(0).$$

**Solution.** At $t=2\pi/w$ the exponents of components 0 and 1 are $i(\pi W/w-\pi)$ and $i(\pi W/w+\pi)$. They differ by $2\pi i$, so both components acquire the same factor. These are `h1` and `h2` in the proof. For $w<0$ the time $2\pi/w$ is negative, one turn before $t=0$.

A level at energy $-w_0/2$ gains the dynamical phase $\tfrac{w_0}{2}\cdot\tfrac{2\pi}{w}=\pi w_0/w$ in this time, and $\gamma$ is what is left after subtracting it. The subtraction uses the energy of the aligned level, not the mean energy of $\psi$, which differs from it in general at finite $w$. So $\gamma$, despite its name `geometricPhase` in the code, is in general not the geometric (Aharonov–Anandan) phase of the cyclic state $\psi$, for which the mean energy is subtracted. For $w_0>0$ the two agree in the limit $w\to0$, and the bounds below are for $\gamma$ only.

```lean
/-- At the time `2π/w`, with `w ≠ 0`, the state equals its value at time 0 up to the phase
`π W/w - π`. -/
theorem state_cyclic (w0 θ w : ℝ) (hw : w ≠ 0) :
    state w0 θ w (2 * Real.pi / w) =
      Complex.exp (Complex.I * ((Real.pi * rotFreq w0 θ w / w - Real.pi : ℝ) : ℂ)) •
        state w0 θ w 0 := by
  have hi : (w : ℂ) / w = 1 := div_self (Complex.ofReal_ne_zero.2 hw)
  have hz : ∀ ν : ℝ, phase ν 0 = 1 := fun ν => by simp [phase]
  unfold state
  generalize rotFreq w0 θ w = W
  have h1 : phase ((W - w) / 2) (2 * Real.pi / w)
      = Complex.exp (Complex.I * ((Real.pi * W / w - Real.pi : ℝ) : ℂ)) := by
    unfold phase
    congr 1
    push_cast
    linear_combination (-(Complex.I * Real.pi)) * hi
  -- the second component gains a further full turn
  have h2 : phase ((W + w) / 2) (2 * Real.pi / w)
      = Complex.exp (Complex.I * ((Real.pi * W / w - Real.pi : ℝ) : ℂ)) := by
    rw [← mul_one (Complex.exp _), ← Complex.exp_two_pi_mul_I, ← Complex.exp_add]
    unfold phase
    congr 1
    push_cast
    linear_combination (Complex.I * Real.pi) * hi
  rw [h1, h2, hz, hz]
  funext i
  revert i
  refine Fin.forall_fin_two.2 ⟨?_, ?_⟩ <;>
    simp only [Pi.smul_apply, smul_eq_mul, Matrix.cons_val_zero, Matrix.cons_val_one,
      Matrix.cons_val_fin_one] <;> ring
```

## (e) An identity for the remaining phase

For $w_0\ne0$ and $w\ne0$, show that

$$\gamma=-\pi(1-\cos\theta)+\frac{\pi w}{2w_0}-\frac{\pi(W-w_0)^2}{2w_0w}.$$

**Solution.** Expand the square and use (b):

$$(W-w_0)^2=2w_0w\cos\theta+w^2-2w_0(W-w_0).$$

Solve for $2w_0(W-w_0)$, multiply by $\pi/(2w_0w)$ and subtract $\pi$. The first term of the result is the Berry phase of the aligned level, minus half the solid angle of the cone. In the proof, `key` writes the difference of the two sides as a multiple of the equation in (b), which makes it zero.

```lean
/-- Exact form of `geometricPhase` for nonzero `w0` and `w`: the value `-π(1 - cos θ)` plus
`π w/(2 w0)` minus `π (W - w0)²/(2 w0 w)`. -/
theorem geometricPhase_eq (w0 θ w : ℝ) (h0 : w0 ≠ 0) (hw : w ≠ 0) :
    geometricPhase w0 θ w = -(Real.pi * (1 - Real.cos θ)) + Real.pi * w / (2 * w0)
      - Real.pi * (rotFreq w0 θ w - w0) ^ 2 / (2 * w0 * w) := by
  have hW := rotFreq_sq w0 θ w
  unfold geometricPhase
  generalize rotFreq w0 θ w = W at hW ⊢
  have key : (Real.pi * W / w - Real.pi) - w0 / 2 * (2 * Real.pi / w)
      - (-(Real.pi * (1 - Real.cos θ)) + Real.pi * w / (2 * w0)
        - Real.pi * (W - w0) ^ 2 / (2 * w0 * w))
      = Real.pi / (2 * w0 * w) * (W ^ 2 - (w0 ^ 2 + 2 * w0 * w * Real.cos θ + w ^ 2)) := by
    field_simp
    ring
  rw [hW, sub_self, mul_zero] at key
  exact sub_eq_zero.1 key
```

## (f) Bounds from both sides

For $w_0>0$ and $w>0$, show that

$$0\le\gamma+\pi(1-\cos\theta)\le\frac{\pi w}{2w_0}.$$

**Solution.** The upper bound follows from (e), where the last term is subtracted and nonnegative. For the lower bound, write

$$\gamma+\pi(1-\cos\theta)=\frac{\pi}{w}\,(W-w_0-w\cos\theta).$$

By the sum of squares in (b), $W\ge|w_0+w\cos\theta|$, so the bracket is nonnegative. These steps are `e` and `hle` in the proof.

```lean
/-- For positive `w0` and `w`, `geometricPhase` lies above `-π(1 - cos θ)` by at most `π w/(2 w0)`.
-/
theorem geometricPhase_bounds (w0 θ w : ℝ) (h0 : 0 < w0) (hw : 0 < w) :
    -(Real.pi * (1 - Real.cos θ)) ≤ geometricPhase w0 θ w ∧
    geometricPhase w0 θ w ≤ -(Real.pi * (1 - Real.cos θ)) + Real.pi * w / (2 * w0) := by
  have hpi := Real.pi_pos
  constructor
  · have hle : w0 + w * Real.cos θ ≤ rotFreq w0 θ w :=
      (le_abs_self _).trans (Real.abs_le_sqrt (by
        nlinarith [mul_nonneg (sq_nonneg w) (sub_nonneg.2 (Real.cos_sq_le_one θ))]))
    have e : geometricPhase w0 θ w = -(Real.pi * (1 - Real.cos θ))
        + Real.pi / w * (rotFreq w0 θ w - (w0 + w * Real.cos θ)) := by
      unfold geometricPhase
      field_simp
      ring
    have : 0 ≤ Real.pi / w * (rotFreq w0 θ w - (w0 + w * Real.cos θ)) :=
      mul_nonneg (by positivity) (sub_nonneg.2 hle)
    linarith
  · rw [geometricPhase_eq w0 θ w h0.ne' hw.ne']
    have : 0 ≤ Real.pi * (rotFreq w0 θ w - w0) ^ 2 / (2 * w0 * w) := by positivity
    linarith
```

## (g) A speed at which the upper bound is reached

Let $w_0>0$ and $w=-2w_0\cos\theta>0$, so that the field points below the equator. Show that

$$\gamma=-\pi(1-\cos\theta)+\frac{\pi w}{2w_0}.$$

**Solution.** Here $W^2=w_0^2+w(2w_0\cos\theta+w)=w_0^2$, so $W=w_0$ and the last term in (e) vanishes. The constant in (f) therefore cannot be lowered for all angles and speeds at once.

```lean
/-- At `w = -2 w0 cos θ`, with `w0` and `w` positive, `geometricPhase` deviates from `-π(1 - cos θ)`
by exactly `π w/(2 w0)`. -/
theorem bound_attained (w0 θ w : ℝ) (h0 : 0 < w0) (hw : 0 < w) (h : w = -2 * w0 * Real.cos θ) :
    geometricPhase w0 θ w = -(Real.pi * (1 - Real.cos θ)) + Real.pi * w / (2 * w0) := by
  have hW : rotFreq w0 θ w = w0 := by
    unfold rotFreq
    rw [show w0 ^ 2 + 2 * w0 * w * Real.cos θ + w ^ 2 = w0 ^ 2 by linear_combination w * h]
    exact Real.sqrt_sq h0.le
  rw [geometricPhase_eq w0 θ w h0.ne' hw.ne', hW]
  simp
```

## (h) A nonzero cyclic solution and the bound on its phase

For $0<w<w_0$, show that $\psi$ solves the Schrödinger equation, is nonzero, returns after one turn with the phase found in (d), and satisfies

$$|\gamma+\pi(1-\cos\theta)|\le\frac{\pi w}{2w_0}.$$

**Solution.** Only $\psi(0)\ne0$ is new. Since $W\ge0$ and $w<w_0$, both $W+w_0+w$ and $W+w_0-w$ are positive. If $\psi(0)$ vanished, $\cos\tfrac\theta2$ and $\sin\tfrac\theta2$ would both be zero, which contradicts $s^2+c^2=1$. At $\theta=\pi$ and $w\ge w_0>0$ the formula does give the zero vector.

The theorem concerns this one solution. A spin that starts exactly along the field does not in general return to its initial state after one turn. Nor is this an adiabatic theorem for other Hamiltonians or other paths of the field.

```lean
/-- For `0 < w < w0` the state is a nonzero solution of the Schrödinger equation, acquires the phase
`π W/w - π` in one turn of the field, and `geometricPhase` is within `π w/(2 w0)` of
`-π(1 - cos θ)`. -/
theorem spin_in_precessing_field (w0 θ w : ℝ) (hw : 0 < w) (hlt : w < w0) :
    (∀ t, HasDerivAt (state w0 θ w)
      ((-Complex.I) • (hamiltonian w0 θ w t *ᵥ state w0 θ w t)) t) ∧
    state w0 θ w 0 ≠ 0 ∧
    state w0 θ w (2 * Real.pi / w) =
      Complex.exp (Complex.I * ((Real.pi * rotFreq w0 θ w / w - Real.pi : ℝ) : ℂ)) •
        state w0 θ w 0 ∧
    |geometricPhase w0 θ w - -(Real.pi * (1 - Real.cos θ))| ≤ Real.pi * w / (2 * w0) := by
  refine ⟨state_schrodinger w0 θ w, ?_, state_cyclic w0 θ w hw.ne', ?_⟩
  · intro h
    have hW0 : 0 ≤ rotFreq w0 θ w := Real.sqrt_nonneg _
    have hz : ∀ ν : ℝ, phase ν 0 = 1 := fun ν => by simp [phase]
    have e0 : (rotFreq w0 θ w + w0 + w) * Real.cos (θ / 2) = 0 := by
      simpa only [state, hz, mul_one, Matrix.cons_val_zero, Pi.zero_apply,
        Complex.ofReal_eq_zero] using congrFun h 0
    have e1 : (rotFreq w0 θ w + w0 - w) * Real.sin (θ / 2) = 0 := by
      simpa only [state, hz, mul_one, Matrix.cons_val_one, Matrix.cons_val_fin_one,
        Pi.zero_apply, Complex.ofReal_eq_zero] using congrFun h 1
    -- both prefactors are positive, so sine and cosine would vanish together
    have hc := (mul_eq_zero.1 e0).resolve_left (fun h' => by linarith)
    have hs := (mul_eq_zero.1 e1).resolve_left (fun h' => by linarith)
    have hp := Real.sin_sq_add_cos_sq (θ / 2)
    rw [hc, hs] at hp
    norm_num at hp
  · have hb := geometricPhase_bounds w0 θ w (hw.trans hlt) hw
    rw [abs_of_nonneg (by linarith [hb.1])]
    linarith [hb.2]

end

end PrecessingFieldSpin
```

```lean
#print axioms PrecessingFieldSpin.bound_attained
-- 'PrecessingFieldSpin.bound_attained' depends on axioms: [propext, Classical.choice, Quot.sound]
#print axioms PrecessingFieldSpin.spin_in_precessing_field
-- 'PrecessingFieldSpin.spin_in_precessing_field' depends on axioms: [propext, Classical.choice, Quot.sound]
```

## The phase in a computed propagation

In a simulation of this single driven spin, one propagates the normalised $\psi(0)$ to $T=2\pi/w$, takes the argument of $\langle\psi(0)|\psi(T)\rangle$ and subtracts $w_0T/2$. This gives $\gamma$ modulo $2\pi$. For $\theta=60^\circ$ and $w=0.01\,w_0$ the result is $\gamma\approx-1.5591$. The Berry phase is $-\pi/2\approx-1.5708$, so the deviation is about $0.0117$, and the bound is $0.0157$.

The Berry phase itself can be computed without propagation, as $-\operatorname{Im}\ln\prod_j\langle u_j|u_{j+1}\rangle$ over aligned spinors $u_j$ at closely spaced points around the cone, in the order of growing azimuth and with the last spinor equal to the first. This gives it modulo $2\pi$. For an isolated band in a one-dimensional, non-interacting crystal, the $u_j$ are the cell-periodic parts of the Bloch states at closely spaced, growing wave numbers across the Brillouin zone. The last one is then not equal to the first but is the first times $e^{-2\pi i x/L}$, with $x$ the position and $L$ the lattice constant. The resulting phase times $L/2\pi$ is the band's Wannier centre up to a lattice vector.
